# Bounds on the RPA Structure Factor of a Finite Spectrum, and Its Plasmon Limit

Shake a three-dimensional uniform electron gas at a long wavelength. Without interactions, it responds through electron–hole pairs whose energies shrink with the wave number $q$. The Coulomb interaction adds a collective oscillation, the plasmon, which stays at the finite frequency $\omega_p$. How much of the static structure factor $S$ do the pairs still control?

Take $\hbar=m_e=1$ and zero temperature. Let finitely many pair excitations have energies $e_j>0$ and oscillator strengths $f_j\ge0$ with $\sum_j f_j=1$, the f-sum rule. At imaginary frequency $w$, the non-interacting density response per particle is $-q^2h(w)$, and the random-phase approximation (RPA) screens it:

$$h(w)=\sum_j\frac{f_j}{w^2+e_j^2},\qquad S=\frac{q^2}{\pi}\int_0^\infty\frac{h(w)}{1+\omega_p^2h(w)}\,dw .$$

Here $\omega_p^2$ is the Fourier component of the Coulomb interaction at wave number $q$, multiplied by the density and $q^2$; in three dimensions this product is independent of $q$. If $\omega_p>0$ and every $e_j\le E$, then

$$\frac{q^2}{2\sqrt{E^2+\omega_p^2}}\le S\le\frac{q^2}{2\omega_p}.$$

The upper value is the contribution of a single mode at $\omega_p$ carrying the whole f-sum.

## Squeezing the response between two single modes

For $A>0$, the primitive $\arctan(w/\sqrt A)/\sqrt A$ gives

$$\int_0^\infty\frac{dw}{w^2+A}=\frac{\pi}{2\sqrt A}.$$

Suppose that every $e_j\ge m\ge0$. For $w>0$ each denominator in $h$ is at least $w^2+m^2$, so $h\le1/(w^2+m^2)$. Since $h>0$, the screened response is $1/(1/h+\omega_p^2)$, which increases with $h$. Hence

$$\frac{h}{1+\omega_p^2h}\le\frac1{w^2+m^2+\omega_p^2}.$$

For the lower bound, set $M=\sum_j f_je_j^2$, $D=w^2+M$ and $x_j=w^2+e_j^2$. From $(x_j-D)^2\ge0$ follows $1/x_j\ge2/D-x_j/D^2$. Because $\sum_jf_jx_j=D$, the weighted sum is

$$h\ge\frac2D-\frac{D}{D^2}=\frac1{w^2+M}.$$

Screening again adds $\omega_p^2$ to the denominator. Integration then yields

$$\frac{q^2}{2\sqrt{M+\omega_p^2}}\le S\le\frac{q^2}{2\sqrt{m^2+\omega_p^2}}.$$

Setting $m=0$ and using $M\le E^2$ proves the claim. At fixed $q$ and $\omega_p$, both bounds meet at $q^2/(2\omega_p)$ as $E\to0$. In a gas of given density, $E$ falls because $q$ does, and $S$ then vanishes as well. What tends to 1 is the ratio of $S$ to $q^2/(2\omega_p)$, which the bounds keep between $\omega_p/\sqrt{E^2+\omega_p^2}$ and 1.

For a numerical instance, take two modes with $f=(\tfrac12,\tfrac12)$, $e=(1,7)$ and $\omega_p=12$. Then $M=(1+49)/2=25$ and $\sqrt{M+\omega_p^2}=13$. For $q\ne0$, the ratio of $S$ to the plasmon value lies between $12/13\approx0.923$ and $12/\sqrt{145}\approx0.997$. Knowing only $E=7$ lowers the first number to $12/\sqrt{193}\approx0.864$.

For the uniform electron gas, the small-$q$ form $q^2/(2\omega_p)$ is also used in finite-size corrections to quantum Monte Carlo energies; the bounds here concern $S$ within the RPA, for a finite spectrum.

## The spectrum and its response in Lean

The modes are indexed by a finite type `ι`.

```lean
import Mathlib

open MeasureTheory Set Filter Topology
open scoped Real

namespace RPAPlasmonExhaustion

noncomputable section

variable {ι : Type*} [Fintype ι]
```

`IsSpectrum` collects the conditions on strengths and energies. The f-sum rule is assumed, not derived from a Hamiltonian, and it rules out an empty spectrum.

```lean
/-- A finite excitation spectrum: non-negative oscillator strengths `f j` that obey the
f-sum rule `∑ f j = 1`, at positive excitation energies `e j`. -/
structure IsSpectrum (f e : ι → ℝ) : Prop where
  nonneg : ∀ j, 0 ≤ f j
  sum_one : ∑ j, f j = 1
  pos : ∀ j, 0 < e j
```

`response` is $h$, while `wp` stands for $\omega_p$.

```lean
/-- The non-interacting density response per particle at imaginary frequency `w`, with its factor
`-q ^ 2` left out, for positive energies `e j`. -/
def response (f e : ι → ℝ) (w : ℝ) : ℝ := ∑ j, f j / (w ^ 2 + e j ^ 2)

/-- The RPA density response per particle, with its factor `-q ^ 2` left out, at imaginary frequency
`w` and plasma frequency `wp`, for non-negative strengths and positive energies. -/
def screenedResponse (wp : ℝ) (f e : ι → ℝ) (w : ℝ) : ℝ :=
  response f e w / (1 + wp ^ 2 * response f e w)
```

The frequency integral is taken as the definition of $S$; its derivation from density fluctuations is not formalised. Neither is the continuum of pairs in an infinite gas.

```lean
/-- The RPA static structure factor at wave number `q`, as an integral of the screened
response over positive imaginary frequencies. -/
def structureFactor (q wp : ℝ) (f e : ι → ℝ) : ℝ :=
  q ^ 2 / π * ∫ w in Ioi (0 : ℝ), screenedResponse wp f e w
```

`meanSquare` is $M$.

```lean
/-- The mean square excitation energy, weighted with the oscillator strengths. -/
def meanSquare (f e : ι → ℝ) : ℝ := ∑ j, f j * e j ^ 2
```

## Bounds at each frequency

The first lemma supplies both integrability and the value of the Lorentzian integral, through the arctangent primitive and its limit.

```lean
/-- For `A > 0` the Lorentzian `1 / (w ^ 2 + A)` is integrable over positive frequencies,
with integral `π / (2 √A)`. -/
theorem lorentzian_integral {A : ℝ} (hA : 0 < A) :
    IntegrableOn (fun w : ℝ => 1 / (w ^ 2 + A)) (Ioi 0) ∧
      ∫ w in Ioi (0 : ℝ), 1 / (w ^ 2 + A) = π / (2 * √A) := by
  obtain ⟨a, ha, rfl⟩ : ∃ a : ℝ, 0 < a ∧ A = a ^ 2 :=
    ⟨√A, Real.sqrt_pos.2 hA, (Real.sq_sqrt hA.le).symm⟩
  rw [Real.sqrt_sq ha.le]
  -- the primitive is an arctangent
  have hd : ∀ w ∈ Ici (0 : ℝ),
      HasDerivAt (fun w : ℝ => Real.arctan (w / a) / a) (1 / (w ^ 2 + a ^ 2)) w := by
    intro w _
    refine ((((hasDerivAt_id' w).div_const a).arctan).div_const a).congr_deriv ?_
    field_simp
    ring
  have hp : ∀ w ∈ Ioi (0 : ℝ), 0 ≤ 1 / (w ^ 2 + a ^ 2) := fun w _ => by positivity
  have hl : Tendsto (fun w : ℝ => Real.arctan (w / a) / a) atTop (𝓝 (π / 2 / a)) :=
    ((Real.tendsto_arctan_atTop.mono_right nhdsWithin_le_nhds).comp
      (tendsto_id.atTop_div_const ha)).div_const a
  refine ⟨integrableOn_Ioi_deriv_of_nonneg' hd hp hl, ?_⟩
  rw [integral_Ioi_of_hasDerivAt_of_nonneg' hd hp hl]
  simp only [zero_div, Real.arctan_zero, sub_zero, div_div]
```

The upper bound compares the sums term by term, then clears the denominators to handle screening.

```lean
/-- For a spectrum satisfying `IsSpectrum` with no excitation energy below `m ≥ 0`, the screened
response at `w > 0` is at most `1 / (w ^ 2 + (m ^ 2 + wp ^ 2))`. -/
theorem screenedResponse_le {f e : ι → ℝ} (h : IsSpectrum f e) (wp : ℝ) {m w : ℝ}
    (hm : 0 ≤ m) (hme : ∀ j, m ≤ e j) (hw : 0 < w) :
    screenedResponse wp f e w ≤ 1 / (w ^ 2 + (m ^ 2 + wp ^ 2)) := by
  have h0 : 0 ≤ response f e w :=
    Finset.sum_nonneg fun j _ => div_nonneg (h.nonneg j) (by positivity)
  have hD : 0 < w ^ 2 + m ^ 2 := by positivity
  have h1 : response f e w ≤ 1 / (w ^ 2 + m ^ 2) := by
    rw [← h.sum_one, Finset.sum_div]
    refine Finset.sum_le_sum fun j _ => div_le_div_of_nonneg_left (h.nonneg j) hD ?_
    have := pow_le_pow_left₀ hm (hme j) 2
    linarith
  rw [le_div_iff₀ hD] at h1
  unfold screenedResponse
  rw [div_le_div_iff₀ (by positivity) (by positivity)]
  linarith
```

In the lower bound, `h1` is the tangent inequality multiplied by $D^2$ and summed. The identity `h2`, with the f-sum rule, reduces its left side to $D$, and `h3` states $1\le hD$.

```lean
/-- For a spectrum satisfying `IsSpectrum`, the screened response at `w > 0` is at least
`1 / (w ^ 2 + (M + wp ^ 2))`, where `M` is the mean square excitation energy. -/
theorem le_screenedResponse {f e : ι → ℝ} (h : IsSpectrum f e) (wp : ℝ) {w : ℝ}
    (hw : 0 < w) :
    1 / (w ^ 2 + (meanSquare f e + wp ^ 2)) ≤ screenedResponse wp f e w := by
  have h0 : 0 ≤ response f e w :=
    Finset.sum_nonneg fun j _ => div_nonneg (h.nonneg j) (by positivity)
  have hM : 0 ≤ meanSquare f e :=
    Finset.sum_nonneg fun j _ => mul_nonneg (h.nonneg j) (sq_nonneg _)
  obtain ⟨D, hDef⟩ : ∃ D, D = w ^ 2 + meanSquare f e := ⟨_, rfl⟩
  have hD : 0 < D := by rw [hDef]; positivity
  -- tangent inequality for the convex function 1/x at x = D, summed over the modes
  have h1 : ∑ j, f j * (2 * D - (w ^ 2 + e j ^ 2)) ≤ D ^ 2 * response f e w := by
    unfold response
    rw [Finset.mul_sum]
    refine Finset.sum_le_sum fun j _ => ?_
    have hx : 0 < w ^ 2 + e j ^ 2 := by positivity
    rw [← mul_div_assoc, le_div_iff₀ hx]
    nlinarith [mul_nonneg (h.nonneg j) (sq_nonneg (D - (w ^ 2 + e j ^ 2)))]
  have h2 : ∑ j, f j * (2 * D - (w ^ 2 + e j ^ 2))
      = (2 * D - w ^ 2) * ∑ j, f j - meanSquare f e := by
    unfold meanSquare
    rw [Finset.mul_sum, ← Finset.sum_sub_distrib]
    exact Finset.sum_congr rfl fun j _ => by ring
  rw [h2, h.sum_one] at h1
  have h3 : 1 ≤ response f e w * D :=
    le_of_mul_le_mul_left (by linarith : D * 1 ≤ D * (response f e w * D)) hD
  rw [hDef] at h3
  unfold screenedResponse
  rw [div_le_div_iff₀ (by positivity) (by positivity)]
  linarith
```

## Integrated bounds and the limit

The screened response is continuous and dominated by $1/(w^2+\omega_p^2)$, hence integrable.

```lean
/-- For a spectrum satisfying `IsSpectrum` and `wp > 0`, the screened response is integrable over
positive frequencies. -/
theorem screenedResponse_integrable {f e : ι → ℝ} (h : IsSpectrum f e) {wp : ℝ}
    (hwp : 0 < wp) : IntegrableOn (screenedResponse wp f e) (Ioi 0) := by
  have h0 : ∀ w, 0 ≤ response f e w := fun w =>
    Finset.sum_nonneg fun j _ => div_nonneg (h.nonneg j) (by positivity)
  have hc : Continuous (response f e) :=
    continuous_finsetSum _ fun j _ => continuous_const.div (by fun_prop) fun w => by
      have := h.pos j
      positivity
  have hs : Continuous (screenedResponse wp f e) :=
    hc.div (continuous_const.add (continuous_const.mul hc)) fun w => by
      have := h0 w
      positivity
  have hA : 0 < (0 : ℝ) ^ 2 + wp ^ 2 := by positivity
  refine Integrable.mono' (lorentzian_integral hA).1 hs.aestronglyMeasurable ?_
  filter_upwards [ae_restrict_mem measurableSet_Ioi] with w hw
  have hn : 0 ≤ screenedResponse wp f e w := by
    have := h0 w
    unfold screenedResponse
    positivity
  rw [Real.norm_of_nonneg hn]
  exact screenedResponse_le h wp le_rfl (fun j => (h.pos j).le) hw
```

Monotonicity of the integral now gives the bounds in terms of $M$ and $m$; `key` rewrites each as a Lorentzian integral.

```lean
/-- For a spectrum satisfying `IsSpectrum` with energies not below `m ≥ 0`, and `wp > 0`, the
structure factor lies between `q ^ 2 / (2 √(M + wp ^ 2))` and `q ^ 2 / (2 √(m ^ 2 + wp ^ 2))`, where
`M` is the mean square excitation energy. -/
theorem structureFactor_moment_bounds {f e : ι → ℝ} (h : IsSpectrum f e) (q : ℝ) {wp m : ℝ}
    (hwp : 0 < wp) (hm : 0 ≤ m) (hme : ∀ j, m ≤ e j) :
    q ^ 2 / (2 * √(meanSquare f e + wp ^ 2)) ≤ structureFactor q wp f e ∧
      structureFactor q wp f e ≤ q ^ 2 / (2 * √(m ^ 2 + wp ^ 2)) := by
  have hM : 0 ≤ meanSquare f e :=
    Finset.sum_nonneg fun j _ => mul_nonneg (h.nonneg j) (sq_nonneg _)
  have key : ∀ B : ℝ, 0 < B →
      q ^ 2 / (2 * √B) = q ^ 2 / π * ∫ w in Ioi (0 : ℝ), 1 / (w ^ 2 + B) := by
    intro B hB
    have := Real.sqrt_pos.2 hB
    rw [(lorentzian_integral hB).2]
    field_simp
  have hB : 0 < meanSquare f e + wp ^ 2 := by positivity
  have hC : 0 < m ^ 2 + wp ^ 2 := by positivity
  have hI := screenedResponse_integrable h hwp
  rw [key _ hB, key _ hC]
  exact ⟨mul_le_mul_of_nonneg_left (setIntegral_mono_on (lorentzian_integral hB).1 hI
      measurableSet_Ioi fun w hw => le_screenedResponse h wp hw) (by positivity),
    mul_le_mul_of_nonneg_left (setIntegral_mono_on hI (lorentzian_integral hC).1
      measurableSet_Ioi fun w hw => screenedResponse_le h wp hm hme hw) (by positivity)⟩
```

The main theorem takes $m=0$ above and proves $M\le E^2$ below.

```lean
/-- For a spectrum satisfying `IsSpectrum` with excitation energies at most `E`, and `wp > 0`, the
RPA structure factor lies between `q ^ 2 / (2 √(E ^ 2 + wp ^ 2))` and the plasmon value
`q ^ 2 / (2 wp)`. -/
theorem structureFactor_bounds {f e : ι → ℝ} (h : IsSpectrum f e) (q : ℝ) {wp E : ℝ}
    (hwp : 0 < wp) (hE : ∀ j, e j ≤ E) :
    q ^ 2 / (2 * √(E ^ 2 + wp ^ 2)) ≤ structureFactor q wp f e ∧
      structureFactor q wp f e ≤ q ^ 2 / (2 * wp) := by
  obtain ⟨hlow, hup⟩ :=
    structureFactor_moment_bounds h q hwp le_rfl fun j => (h.pos j).le
  rw [zero_pow two_ne_zero, zero_add, Real.sqrt_sq hwp.le] at hup
  refine ⟨le_trans ?_ hlow, hup⟩
  have hM : 0 ≤ meanSquare f e :=
    Finset.sum_nonneg fun j _ => mul_nonneg (h.nonneg j) (sq_nonneg _)
  -- the mean square energy cannot exceed the square of the upper bound `E`
  have hME : meanSquare f e ≤ E ^ 2 := by
    calc meanSquare f e ≤ ∑ j, f j * E ^ 2 := Finset.sum_le_sum fun j _ =>
          mul_le_mul_of_nonneg_left (pow_le_pow_left₀ (h.pos j).le (hE j) 2) (h.nonneg j)
      _ = E ^ 2 := by rw [← Finset.sum_mul, h.sum_one, one_mul]
  have hs : 0 < √(meanSquare f e + wp ^ 2) := Real.sqrt_pos.2 (by positivity)
  have hle : √(meanSquare f e + wp ^ 2) ≤ √(E ^ 2 + wp ^ 2) :=
    Real.sqrt_le_sqrt (by linarith)
  exact div_le_div_of_nonneg_left (sq_nonneg q) (by linarith) (by linarith)
```

The limit is a squeeze along a sequence of spectra sharing the same index type, with $q$ and $\omega_p$ fixed. It concerns the value of $S$ and does not isolate a plasmon pole in the real-frequency spectrum.

```lean
/-- Along a sequence of spectra whose energies are bounded by `E n → 0`, at fixed `q` and
`wp > 0`, the structure factor tends to the plasmon value `q ^ 2 / (2 wp)`. -/
theorem plasmon_exhausts_structureFactor {f e : ℕ → ι → ℝ} {E : ℕ → ℝ}
    (h : ∀ n, IsSpectrum (f n) (e n)) (q : ℝ) {wp : ℝ} (hwp : 0 < wp)
    (hE : ∀ n j, e n j ≤ E n) (hlim : Tendsto E atTop (𝓝 0)) :
    Tendsto (fun n => structureFactor q wp (f n) (e n)) atTop (𝓝 (q ^ 2 / (2 * wp))) := by
  have h0 : q ^ 2 / (2 * √((0 : ℝ) ^ 2 + wp ^ 2)) = q ^ 2 / (2 * wp) := by
    rw [zero_pow two_ne_zero, zero_add, Real.sqrt_sq hwp.le]
  have hc : ContinuousAt (fun x : ℝ => q ^ 2 / (2 * √(x ^ 2 + wp ^ 2))) 0 := by
    refine ContinuousAt.div continuousAt_const (by fun_prop) ?_
    have : 0 < √((0 : ℝ) ^ 2 + wp ^ 2) := Real.sqrt_pos.2 (by positivity)
    exact (mul_pos two_pos this).ne'
  have hl : Tendsto (fun n => q ^ 2 / (2 * √(E n ^ 2 + wp ^ 2))) atTop
      (𝓝 (q ^ 2 / (2 * wp))) := by
    rw [← h0]
    exact hc.tendsto.comp hlim
  exact tendsto_of_tendsto_of_tendsto_of_le_of_le hl tendsto_const_nhds
    (fun n => (structureFactor_bounds (h n) q hwp (hE n)).1)
    (fun n => (structureFactor_bounds (h n) q hwp (hE n)).2)
```

When all energies equal $E$, the choice $m=E$ makes the upper bound coincide with the lower one. The lower bound of the main theorem is therefore attained.

```lean
/-- If non-negative strengths obey the f-sum rule `∑ f j = 1`, all excitations share one energy
`E > 0`, and `wp > 0`, the structure factor equals `q ^ 2 / (2 √(E ^ 2 + wp ^ 2))`. -/
theorem structureFactor_single_energy {f : ι → ℝ} (hf : ∀ j, 0 ≤ f j) (hs : ∑ j, f j = 1)
    (q : ℝ) {wp E : ℝ} (hwp : 0 < wp) (hE : 0 < E) :
    structureFactor q wp f (fun _ => E) = q ^ 2 / (2 * √(E ^ 2 + wp ^ 2)) := by
  have h : IsSpectrum f (fun _ => E) := ⟨hf, hs, fun _ => hE⟩
  exact le_antisymm
    (structureFactor_moment_bounds h q hwp hE.le fun _ => le_rfl).2
    (structureFactor_bounds h q hwp fun _ => le_rfl).1

end

end RPAPlasmonExhaustion
```

```lean
#print axioms RPAPlasmonExhaustion.plasmon_exhausts_structureFactor
-- 'RPAPlasmonExhaustion.plasmon_exhausts_structureFactor' depends on axioms: [propext, Classical.choice, Quot.sound]
#print axioms RPAPlasmonExhaustion.structureFactor_single_energy
-- 'RPAPlasmonExhaustion.structureFactor_single_energy' depends on axioms: [propext, Classical.choice, Quot.sound]
```
